# First- and second-order truncation of a unitary transformation widens the spectrum when generator and Hamiltonian do not commute

To say that a spectrum widens, one needs a single number for its width. Here it is the sum of $(\varepsilon_i-\varepsilon_j)^2$ over all ordered pairs of eigenvalues, counted with multiplicity. This number, called the spread, can grow while an individual gap shrinks, and it is not the distance from the lowest level to the highest.

The Hamiltonian $H$ is a Hermitian complex matrix of finite dimension $N$, and the generator $S$ is an anti-Hermitian matrix of the same size. Then $e^{S}$ is unitary, and $e^{-S}He^{S}$ has the spectrum of $H$. Its expansion in nested commutators is

$$e^{-S}He^{S}=\sum_{k\ge 0}\frac{C_k}{k!},\qquad C_0=H,\quad C_{k+1}=[C_k,S],$$

and $H_m$ denotes the sum up to and including $k=m$. In unitary coupled-cluster theory $S=T-T^\dagger$, with $T$ the cluster operator. For a finite orbital basis and commutators kept in full, the problems below give the exact change in the sum of squared eigenvalues, and in the spread, when $H$ is replaced by $H_1$ or $H_2$. This change does not measure the errors of individual eigenvalues, which can partly cancel in it. The results for $H_1$ and $H_2$ do not apply to traditional coupled-cluster theory, where the generator $T$ is not anti-Hermitian, or to schemes that discard parts of each commutator.

In the code the rows and columns are labelled by a finite type `n`, so $N$ is `Fintype.card n`.

```lean
import Mathlib

open Matrix

namespace TruncatedUnitaryTransformation

noncomputable section

variable {n : Type*} [Fintype n]
```

The commutator $[A,S]$ is `bracket A S`, with $S$ on the right. This order fixes the sign convention $e^{-S}He^{S}$.

```lean
/-- The commutator `[A, S] = A S - S A`. -/
def bracket (A S : Matrix n n ℂ) : Matrix n n ℂ := A * S - S * A
```

The matrix $C_k$ is `nested H S k`, and $H_m$ is `truncated H S m`. The range `m + 1` makes the sum run over $k=0,\dots,m$.

```lean
/-- The nested commutators `C₀ = H`, `C₁ = [H, S]`, `C₂ = [[H, S], S]`, and so on. -/
def nested (H S : Matrix n n ℂ) : ℕ → Matrix n n ℂ
  | 0 => H
  | k + 1 => bracket (nested H S k) S

/-- The transformed Hamiltonian truncated at order `m`: `H + C₁ + C₂/2! + ... + Cₘ/m!`. -/
def truncated (H S : Matrix n n ℂ) (m : ℕ) : Matrix n n ℂ :=
  ∑ k ∈ Finset.range (m + 1), ((k.factorial : ℂ)⁻¹) • nested H S k
```

The squared Frobenius norm $\|A\|^2=\sum_{ij}|A_{ij}|^2$ is `frobSq A`.

```lean
/-- The squared Frobenius norm, the sum of the squared moduli of all entries. -/
def frobSq (A : Matrix n n ℂ) : ℝ := ∑ i, ∑ j, ‖A i j‖ ^ 2
```

Mathlib attaches real eigenvalues to a proof that a matrix is Hermitian. The spread therefore takes such a proof `hA` as its argument, and parts (c) and (d) supply it for the truncated Hamiltonians.

```lean
/-- The spread of a spectrum: the sum of `(εᵢ - εⱼ)²` over all ordered pairs of eigenvalues. -/
def spread [DecidableEq n] {A : Matrix n n ℂ} (hA : A.IsHermitian) : ℝ :=
  ∑ i, ∑ j, (hA.eigenvalues i - hA.eigenvalues j) ^ 2
```

## (a) The norm of a Hermitian matrix as a trace

Show that every Hermitian $A$ satisfies
$$\|A\|^2=\operatorname{Tr}A^2 .$$

**Solution.** Since $\overline{A_{ij}}=A_{ji}$,
$$\sum_{ij}|A_{ij}|^2=\sum_{ij}A_{ij}\overline{A_{ij}}=\sum_{ij}A_{ij}A_{ji}=\operatorname{Tr}A^2 .$$

The Lean statement is an equation between complex numbers, with the real norm on the left. The proof compares the two double sums term by term, and `hA.apply j i` supplies the Hermitian symmetry.

```lean
/-- For a Hermitian matrix the squared Frobenius norm is the trace of the square. -/
theorem frobSq_eq_trace {A : Matrix n n ℂ} (hA : A.IsHermitian) :
    (frobSq A : ℂ) = Matrix.trace (A * A) := by
  simp only [frobSq, Matrix.trace, Matrix.diag_apply, Matrix.mul_apply,
    Complex.ofReal_sum]
  refine Finset.sum_congr rfl fun i _ => Finset.sum_congr rfl fun j _ => ?_
  rw [← hA.apply j i, Complex.star_def, Complex.mul_conj, Complex.normSq_eq_norm_sq]
```

## (b) Squared eigenvalues from matrix entries

Let $\varepsilon_i$ be the eigenvalues of a Hermitian $A$. Show that
$$\sum_i\varepsilon_i^2=\|A\|^2 .$$

**Solution.** Write $A=UDU^\dagger$ with $U$ unitary and $D=\operatorname{diag}(\varepsilon_i)$. Then $A^2=UD(U^\dagger U)DU^\dagger=UD^2U^\dagger$. By cyclicity, $\operatorname{Tr}A^2=\operatorname{Tr}(U^\dagger UD^2)=\sum_i\varepsilon_i^2$, and part (a) turns the trace into the norm.

The code takes $U$ and $D$ from `hA.spectral_theorem`. It then names the eigenvalue list `e`, so that replacing $A$ by $UDU^\dagger$ affects only the matrix product. `h2` is the regrouped square, and `hU` is $U^\dagger U=1$.

```lean
/-- The squared eigenvalues of a Hermitian matrix sum to its squared Frobenius norm. -/
theorem sum_sq_eigenvalues [DecidableEq n] {A : Matrix n n ℂ} (hA : A.IsHermitian) :
    ∑ i, hA.eigenvalues i ^ 2 = frobSq A := by
  -- diagonalise, then use cyclicity of the trace
  obtain ⟨U, hU, h⟩ : ∃ U : Matrix n n ℂ, star U * U = 1 ∧
      A = U * diagonal (fun i => (hA.eigenvalues i : ℂ)) * star U := by
    refine ⟨hA.eigenvectorUnitary,
      Matrix.mem_unitaryGroup_iff'.1 hA.eigenvectorUnitary.2, ?_⟩
    have h := hA.spectral_theorem
    rw [Unitary.conjStarAlgAut_apply] at h
    exact h
  rw [← Complex.ofReal_inj, frobSq_eq_trace hA]
  generalize hA.eigenvalues = e at h ⊢
  have h2 : A * A = U * (diagonal (fun i => (e i : ℂ)) * (star U * U) *
      diagonal (fun i => (e i : ℂ))) * star U := by
    rw [h]
    simp only [Matrix.mul_assoc]
  rw [h2, hU, Matrix.mul_one, Matrix.trace_mul_comm, ← Matrix.mul_assoc, hU,
    Matrix.one_mul, Matrix.diagonal_mul_diagonal, Matrix.trace_diagonal]
  simp [sq]
```

## (c) Hermiticity of the nested commutators

Show that, for all $k$,
$$C_k^\dagger=C_k .$$

**Solution.** $C_0=H$ is Hermitian. If $C_k$ is Hermitian, then, using $S^\dagger=-S$,
$$[C_k,S]^\dagger=S^\dagger C_k-C_kS^\dagger=-SC_k+C_kS=[C_k,S].$$

The hypothesis `hS : Sᴴ = -S` is the anti-Hermiticity of $S$. The Lean proof is the same induction, and `noncomm_ring` does the final rearrangement.

```lean
/-- For Hermitian `H` and anti-Hermitian `S`, every nested commutator is Hermitian. -/
theorem nested_isHermitian {H S : Matrix n n ℂ} (hH : H.IsHermitian) (hS : Sᴴ = -S)
    (k : ℕ) : (nested H S k).IsHermitian := by
  induction k with
  | zero => exact hH
  | succ k ih =>
    change (bracket (nested H S k) S)ᴴ = bracket (nested H S k) S
    simp only [bracket, Matrix.conjTranspose_sub, Matrix.conjTranspose_mul, ih.eq, hS]
    noncomm_ring
```

## (d) Hermiticity of the truncated Hamiltonian

Show that, for every order $m$,
$$H_m^\dagger=H_m .$$

**Solution.** $H_m$ is a sum of the Hermitian matrices $C_k$ with real coefficients $1/k!$, so
$$H_m^\dagger=\sum_{k=0}^m\frac{C_k^\dagger}{k!}=\sum_{k=0}^m\frac{C_k}{k!}=H_m .$$

The code takes the adjoint term by term and uses part (c) for each.

```lean
/-- For Hermitian `H` and anti-Hermitian `S`, the truncated Hamiltonian is Hermitian at
every order. -/
theorem truncated_isHermitian {H S : Matrix n n ℂ} (hH : H.IsHermitian) (hS : Sᴴ = -S)
    (m : ℕ) : (truncated H S m).IsHermitian := by
  change (truncated H S m)ᴴ = truncated H S m
  rw [truncated, Matrix.conjTranspose_sum]
  refine Finset.sum_congr rfl fun k _ => ?_
  rw [Matrix.conjTranspose_smul, (nested_isHermitian hH hS k).eq]
  simp
```

## (e) Moving a commutator across a trace

For arbitrary square matrices $A$, $B$, $S$ of equal size, show that
$$\operatorname{Tr}(A[B,S])=-\operatorname{Tr}([A,S]B).$$

**Solution.** Cyclicity gives $\operatorname{Tr}(ABS)=\operatorname{Tr}(SAB)$. Hence
$$\operatorname{Tr}(A[B,S])=\operatorname{Tr}(ABS)-\operatorname{Tr}(ASB)=\operatorname{Tr}(SAB)-\operatorname{Tr}(ASB)=-\operatorname{Tr}([A,S]B).$$

In the code, `h1` is the cyclic step.

```lean
/-- Under the trace a commutator with `S` moves to the other factor with a change of sign. -/
theorem trace_mul_bracket (A B S : Matrix n n ℂ) :
    Matrix.trace (A * bracket B S) = -Matrix.trace (bracket A S * B) := by
  have h1 : Matrix.trace (A * (B * S)) = Matrix.trace (S * A * B) := by
    rw [← Matrix.mul_assoc, Matrix.trace_mul_comm, ← Matrix.mul_assoc]
  simp only [bracket, Matrix.mul_sub, Matrix.sub_mul, Matrix.trace_sub]
  rw [h1, ← Matrix.mul_assoc A S B]
  ring
```

## (f) The excess at first and second order

Let $\varepsilon_i^{(m)}$ be the eigenvalues of $H_m$ and $\varepsilon_i$ those of $H$. Show that
$$\sum_i\bigl(\varepsilon_i^{(1)}\bigr)^2=\sum_i\varepsilon_i^2+\|C_1\|^2,\qquad
\sum_i\bigl(\varepsilon_i^{(2)}\bigr)^2=\sum_i\varepsilon_i^2+\tfrac14\|C_2\|^2 .$$

**Solution.** By (a) and (b), each sum of squared eigenvalues is a trace of a square. Part (e), applied to nested commutators, reads
$$\operatorname{Tr}(C_jC_{k+1})=-\operatorname{Tr}(C_{j+1}C_k).$$

At first order,
$$\operatorname{Tr}H_1^2=\operatorname{Tr}C_0^2+\operatorname{Tr}(C_0C_1)+\operatorname{Tr}(C_1C_0)+\operatorname{Tr}C_1^2 ,$$
and the identity with $j=k=0$ cancels the two middle terms.

At second order,
$$\begin{aligned}\operatorname{Tr}H_2^2={}&\operatorname{Tr}C_0^2+\bigl[\operatorname{Tr}(C_0C_1)+\operatorname{Tr}(C_1C_0)\bigr]\\&+\bigl[\operatorname{Tr}C_1^2+\tfrac12\operatorname{Tr}(C_0C_2)+\tfrac12\operatorname{Tr}(C_2C_0)\bigr]\\&+\tfrac12\bigl[\operatorname{Tr}(C_1C_2)+\operatorname{Tr}(C_2C_1)\bigr]+\tfrac14\operatorname{Tr}C_2^2 .\end{aligned}$$
The first bracket vanishes as before. In the second, $\operatorname{Tr}(C_0C_2)=\operatorname{Tr}(C_2C_0)=-\operatorname{Tr}C_1^2$. The third vanishes by the identity with $j=k=1$. Part (a) converts the remaining $\operatorname{Tr}C_1^2$ and $\operatorname{Tr}C_2^2$ into norms.

In the code, `h` is the trace identity, `e1` and `e2` write out $H_1$ and $H_2$, and each `linear_combination` lists the instances of `h` that cancel the unwanted terms.

```lean
/-- For Hermitian `H` and anti-Hermitian `S`, the sum of squared eigenvalues of `H + C₁`
exceeds that of `H` by `‖C₁‖²`, and that of `H + C₁ + C₂/2` exceeds it by `‖C₂‖²/4`. -/
theorem sum_sq_eigenvalues_truncated [DecidableEq n]
    {H S : Matrix n n ℂ} (hH : H.IsHermitian)
    (hS : Sᴴ = -S) :
    (∑ i, (truncated_isHermitian hH hS 1).eigenvalues i ^ 2
      = ∑ i, hH.eigenvalues i ^ 2 + frobSq (nested H S 1)) ∧
    (∑ i, (truncated_isHermitian hH hS 2).eigenvalues i ^ 2
      = ∑ i, hH.eigenvalues i ^ 2 + 1 / 4 * frobSq (nested H S 2)) := by
  have h : ∀ j k j' k' : ℕ, j' = j + 1 → k' = k + 1 →
      Matrix.trace (nested H S j * nested H S k')
        = -Matrix.trace (nested H S j' * nested H S k) := by
    rintro j k _ _ rfl rfl
    exact trace_mul_bracket _ _ _
  have e1 : truncated H S 1 = nested H S 0 + nested H S 1 := by
    norm_num [truncated, Finset.sum_range_succ, Nat.factorial]
  have e2 : truncated H S 2 = nested H S 0 + nested H S 1 + (1 / 2 : ℂ) • nested H S 2 := by
    norm_num [truncated, Finset.sum_range_succ, Nat.factorial]
  constructor
  · rw [sum_sq_eigenvalues, sum_sq_eigenvalues, ← Complex.ofReal_inj]
    push_cast
    rw [frobSq_eq_trace (truncated_isHermitian hH hS 1), frobSq_eq_trace hH,
      frobSq_eq_trace (nested_isHermitian hH hS 1), e1]
    change _ = Matrix.trace (nested H S 0 * nested H S 0) + _
    simp only [add_mul, mul_add, Matrix.trace_add]
    linear_combination h 0 0 1 1 rfl rfl
  · rw [sum_sq_eigenvalues, sum_sq_eigenvalues, ← Complex.ofReal_inj]
    push_cast
    rw [frobSq_eq_trace (truncated_isHermitian hH hS 2), frobSq_eq_trace hH,
      frobSq_eq_trace (nested_isHermitian hH hS 2), e2]
    change _ = Matrix.trace (nested H S 0 * nested H S 0) + _
    simp only [add_mul, mul_add, Matrix.smul_mul, Matrix.mul_smul, Matrix.trace_add,
      Matrix.trace_smul, smul_eq_mul]
    -- the cross term of `H` with `C₂` cancels the square of `C₁`
    linear_combination h 0 0 1 1 rfl rfl + 1 / 2 * h 0 1 1 2 rfl rfl
      + 1 / 2 * h 1 0 2 1 rfl rfl + 1 / 2 * h 1 1 2 2 rfl rfl
```

## (g) From squared eigenvalues to the spread

Show that, for every order $m$,
$$\operatorname{spread}(H_m)-\operatorname{spread}(H)=2N\Bigl(\sum_i\bigl(\varepsilon_i^{(m)}\bigr)^2-\sum_i\varepsilon_i^2\Bigr).$$

**Solution.** For any real numbers $f_1,\dots,f_N$, expanding the square gives
$$\sum_{ij}(f_i-f_j)^2=2N\sum_if_i^2-2\Bigl(\sum_if_i\Bigr)^2 .$$
Every commutator is traceless, so $\operatorname{Tr}H_m=\operatorname{Tr}H$ and the two spectra have the same sum. The last term is therefore equal for $H_m$ and $H$, and it drops out of the difference.

In the code, `key` is the expansion, `hz` the vanishing trace of each commutator, `ht` the equality of the traces, and `hs` the equality of the eigenvalue sums.

```lean
/-- For Hermitian `H` and anti-Hermitian `S`, truncation at any order changes the spread by
twice the dimension times the change in the sum of squared eigenvalues. -/
theorem spread_truncated_sub [DecidableEq n]
    {H S : Matrix n n ℂ} (hH : H.IsHermitian) (hS : Sᴴ = -S)
    (m : ℕ) :
    spread (truncated_isHermitian hH hS m) - spread hH = 2 * (Fintype.card n : ℝ) *
      (∑ i, (truncated_isHermitian hH hS m).eigenvalues i ^ 2
        - ∑ i, hH.eigenvalues i ^ 2) := by
  have key : ∀ f : n → ℝ, ∑ i, ∑ j, (f i - f j) ^ 2
      = 2 * (Fintype.card n : ℝ) * ∑ i, f i ^ 2 - 2 * (∑ i, f i) ^ 2 := by
    intro f
    simp only [sub_sq, Finset.sum_add_distrib, Finset.sum_sub_distrib, Finset.sum_const,
      Finset.card_univ, nsmul_eq_mul, ← Finset.mul_sum, ← Finset.sum_mul]
    ring
  -- commutators are traceless, so the sum of the eigenvalues is conserved
  have hz : ∀ k, Matrix.trace (nested H S (k + 1)) = 0 := by
    intro k
    change Matrix.trace (bracket (nested H S k) S) = 0
    rw [bracket, Matrix.trace_sub, Matrix.trace_mul_comm, sub_self]
  have ht : Matrix.trace (truncated H S m) = Matrix.trace H := by
    rw [truncated, Finset.sum_range_succ']
    simp only [Matrix.trace_add, Matrix.trace_sum, Matrix.trace_smul, hz, smul_zero,
      Finset.sum_const_zero, zero_add]
    simp [nested]
  have hs : ∑ i, (truncated_isHermitian hH hS m).eigenvalues i = ∑ i, hH.eigenvalues i := by
    rw [← Complex.ofReal_inj, Complex.ofReal_sum, Complex.ofReal_sum]
    exact (truncated_isHermitian hH hS m).trace_eq_sum_eigenvalues.symm.trans
      (ht.trans hH.trace_eq_sum_eigenvalues)
  rw [spread, spread, key, key, hs]
  ring
```

## (h) Strict widening at first and second order

Suppose $[H,S]\neq0$. Show that
$$\operatorname{spread}(H)<\operatorname{spread}(H_1),\qquad \operatorname{spread}(H)<\operatorname{spread}(H_2).$$

**Solution.** By (f) and (g), the spread grows by $2N\|C_1\|^2$ at first order and by $\tfrac N2\|C_2\|^2$ at second order. Since $C_1\neq0$, we have $N>0$ and $\|C_1\|^2>0$, which settles the first inequality. For the second, suppose $C_2=0$. Then (e) and (a) give
$$0=\operatorname{Tr}(HC_2)=-\operatorname{Tr}C_1^2=-\|C_1\|^2 ,$$
which contradicts $C_1\ne0$. Hence $\|C_2\|^2>0$.

If $H$ and $S$ commute, then $H_m=H$ and the spread stays the same, so non-commutation is needed for a strict increase. The restriction to two orders matters as well: a further expansion by hand, which the code does not contain, gives $\tfrac1{36}\|C_3\|^2-\tfrac1{12}\|C_2\|^2$ for the excess in squared eigenvalues at third order, and this is negative once a non-commuting $S$ is scaled down far enough.

In the code, `pos` says that a nonzero matrix has positive norm, `hn` and `hc` give $N>0$, and `hne2` is the argument that $C_2\neq0$.

```lean
/-- For Hermitian `H` and anti-Hermitian `S` that do not commute, truncation at first and at
second order strictly increases the spread of the spectrum. -/
theorem spread_lt_truncated [DecidableEq n]
    {H S : Matrix n n ℂ} (hH : H.IsHermitian) (hS : Sᴴ = -S)
    (hne : bracket H S ≠ 0) :
    spread hH < spread (truncated_isHermitian hH hS 1) ∧
    spread hH < spread (truncated_isHermitian hH hS 2) := by
  have pos : ∀ A : Matrix n n ℂ, A ≠ 0 → 0 < frobSq A := by
    intro A hA
    obtain ⟨i, j, hij⟩ : ∃ i j, A i j ≠ 0 := by
      by_contra h
      exact hA (Matrix.ext fun i j => by_contra fun hij => h ⟨i, j, hij⟩)
    exact Finset.sum_pos' (fun i _ => Finset.sum_nonneg fun j _ => by positivity)
      ⟨i, Finset.mem_univ i, Finset.sum_pos' (fun j _ => by positivity)
        ⟨j, Finset.mem_univ j, pow_pos (norm_pos_iff.2 hij) 2⟩⟩
  have hn : Nonempty n := by
    by_contra h
    exact hne (Matrix.ext fun i _ => (h ⟨i⟩).elim)
  have hc : (0 : ℝ) < 2 * (Fintype.card n : ℝ) := by
    have : 0 < Fintype.card n := Fintype.card_pos
    positivity
  -- if `C₂` vanished, so would the norm of `C₁`
  have hne2 : bracket (bracket H S) S ≠ 0 := by
    intro h0
    have t := trace_mul_bracket H (bracket H S) S
    have f : (frobSq (bracket H S) : ℂ) = Matrix.trace (bracket H S * bracket H S) :=
      frobSq_eq_trace (nested_isHermitian hH hS 1)
    rw [h0, Matrix.mul_zero, Matrix.trace_zero, ← f] at t
    have z : (frobSq (bracket H S) : ℂ) = 0 := by linear_combination t
    exact (pos _ hne).ne' (Complex.ofReal_eq_zero.1 z)
  obtain ⟨h1, h2⟩ := sum_sq_eigenvalues_truncated hH hS
  have p1 : 0 < frobSq (nested H S 1) := pos _ hne
  have p2 : 0 < frobSq (nested H S 2) := pos _ hne2
  constructor
  · rw [← sub_pos, spread_truncated_sub hH hS, h1, add_sub_cancel_left]
    exact mul_pos hc p1
  · rw [← sub_pos, spread_truncated_sub hH hS, h2, add_sub_cancel_left]
    exact mul_pos hc (by linarith)

end

end TruncatedUnitaryTransformation
```

```lean
#print axioms TruncatedUnitaryTransformation.spread_lt_truncated
-- 'TruncatedUnitaryTransformation.spread_lt_truncated' depends on axioms: [propext, Classical.choice, Quot.sound]
```
